# Second- and higher-order ring diagrams of a real symmetric matrix with eigenvalues in (−1, 1) sum to the RPA integrand ln det(1+M) − tr M

## Ring terms and the integrand

Throughout, $M$ is a finite real square matrix. In the random-phase approximation (RPA) it represents $-\chi_0 v$ at one imaginary frequency, where $\chi_0$ is the non-interacting density response and $v$ the Coulomb interaction. The minus sign is absorbed into $M$. The product $\chi_0 v$ is in general not a symmetric matrix, even when both factors are. The resummation is therefore proved first for symmetric $M$, and the last section carries it over to such products for an interaction of the form $LL^{T}$.

In Lean 4 with Mathlib:

```lean
import Mathlib

open scoped Matrix

namespace RingDiagramResummation

noncomputable section

variable {ι κ : Type*} [Fintype ι] [DecidableEq ι] [Fintype κ] [DecidableEq κ]
```

The types `ι` and `κ` are finite index sets: they label the rows and columns of matrices, for instance basis functions. A `Matrix ι ι ℝ` is a real square matrix, and a `Matrix ι κ ℝ` may be rectangular.

```lean
/-- The ring diagram of order `n ≥ 1`: a closed ring of `n` factors `M`, with alternating sign
and symmetry factor `1/n`. -/
def ringTerm (M : Matrix ι ι ℝ) (n : ℕ) : ℝ :=
  (-1) ^ (n + 1) * (M ^ n).trace / (n : ℝ)
```

This is the ring diagram of order $n$,
$$R_n(M)=\frac{(-1)^{n+1}}{n}\,\mathrm{tr}\,M^n .$$
The factor $1/n$ accounts for the $n$ rotations of a closed ring. It is put in by definition, not derived from diagram rules.

```lean
/-- The RPA correlation integrand `ln det(1 + M) - tr M`, for matrices with `det(1 + M) > 0`. -/
def rpaIntegrand (M : Matrix ι ι ℝ) : ℝ :=
  Real.log (1 + M).det - M.trace
```

This is $\ln\det(1+M)-\mathrm{tr}\,M$ at a single frequency; the frequency integral and its prefactor are not modelled. `Real.log` accepts every real number, so the positivity of the determinant is proved separately below.

## Traces and determinants from eigenvalues

```lean
/-- A real symmetric matrix is diagonalised by an invertible change of basis, with its
eigenvalues on the diagonal. -/
theorem exists_diagonalisation {M : Matrix ι ι ℝ} (hM : M.IsHermitian) :
    ∃ U V : Matrix ι ι ℝ, V * U = 1 ∧ U * V = 1 ∧
      M = U * Matrix.diagonal hM.eigenvalues * V := by
  refine ⟨(hM.eigenvectorUnitary : Matrix ι ι ℝ), star (hM.eigenvectorUnitary : Matrix ι ι ℝ),
    Matrix.mem_unitaryGroup_iff'.mp hM.eigenvectorUnitary.2,
    Matrix.mem_unitaryGroup_iff.mp hM.eigenvectorUnitary.2, ?_⟩
  simpa only [Unitary.conjStarAlgAut_apply, RCLike.ofReal_real_eq_id, Function.id_comp]
    using hM.spectral_theorem
```

The hypothesis `hM : M.IsHermitian` says, for a real matrix, that $M$ is symmetric. It gives access to the real eigenvalues $\lambda_i$, written `hM.eigenvalues i`. The theorem states $M=U\Lambda V$ with $\Lambda=\mathrm{diag}(\lambda_i)$ and $UV=VU=1$. The proof takes $U$ from Mathlib's spectral theorem and $V=U^{T}$.

```lean
/-- The trace of the `k`-th power of a real symmetric matrix is the sum of the `k`-th powers of its
eigenvalues. -/
theorem trace_pow_eigenvalues {M : Matrix ι ι ℝ} (hM : M.IsHermitian) (k : ℕ) :
    (M ^ k).trace = ∑ i, hM.eigenvalues i ^ k := by
  obtain ⟨U, V, hVU, hUV, h⟩ := exists_diagonalisation hM
  -- powers act on the diagonal only
  have hp : ∀ k : ℕ, M ^ k = U * Matrix.diagonal (fun i => hM.eigenvalues i ^ k) * V := by
    intro k
    induction k with
    | zero => simp [hUV]
    | succ k ih =>
      calc M ^ (k + 1) = M ^ k * M := pow_succ _ _
        _ = (U * Matrix.diagonal (fun i => hM.eigenvalues i ^ k) * V) *
              (U * Matrix.diagonal hM.eigenvalues * V) := congrArg₂ (· * ·) ih h
        _ = U * Matrix.diagonal (fun i => hM.eigenvalues i ^ k) * (V * U) *
              Matrix.diagonal hM.eigenvalues * V := by simp only [mul_assoc]
        _ = U * (Matrix.diagonal (fun i => hM.eigenvalues i ^ k) *
              Matrix.diagonal hM.eigenvalues) * V := by
            rw [hVU, mul_one]; simp only [mul_assoc]
        _ = U * Matrix.diagonal (fun i => hM.eigenvalues i ^ (k + 1)) * V := by
            rw [Matrix.diagonal_mul_diagonal]; simp only [pow_succ]
  rw [hp k, Matrix.trace_mul_comm, ← mul_assoc, hVU, one_mul, Matrix.trace_diagonal]
```

By hand, $M^k=U\Lambda^kV$ follows by induction, because the inner product $VU$ is 1:
$$M^{k+1}=U\Lambda^kV\,U\Lambda V=U\Lambda^{k+1}V .$$
Cyclicity then gives $\mathrm{tr}\,M^k=\mathrm{tr}(VU\Lambda^k)=\sum_i\lambda_i^k$. The `calc` block is the induction step, and the last line is the trace argument.

```lean
/-- For a real symmetric matrix, `det(1 + M)` is the product of `1 + λ` over the eigenvalues. -/
theorem det_one_add_eigenvalues {M : Matrix ι ι ℝ} (hM : M.IsHermitian) :
    (1 + M).det = ∏ i, (1 + hM.eigenvalues i) := by
  obtain ⟨U, V, hVU, hUV, h⟩ := exists_diagonalisation hM
  have e : U * (1 + Matrix.diagonal hM.eigenvalues) * V = 1 + M := by
    rw [mul_add, add_mul, mul_one, hUV, ← h]
  have hD : (1 : Matrix ι ι ℝ) + Matrix.diagonal hM.eigenvalues =
      Matrix.diagonal (fun i => 1 + hM.eigenvalues i) := by
    rw [← Matrix.diagonal_one, Matrix.diagonal_add]
  have hdet : V.det * U.det = 1 := by rw [← Matrix.det_mul, hVU, Matrix.det_one]
  rw [← e, hD, Matrix.det_mul, Matrix.det_mul, Matrix.det_diagonal]
  linear_combination (∏ i, (1 + hM.eigenvalues i)) * hdet
```

Since $UV=1$, we have $1+M=U(1+\Lambda)V$. Taking determinants and using $\det V\det U=1$,
$$\det(1+M)=\prod_i(1+\lambda_i).$$

```lean
/-- If all eigenvalues of a real symmetric `M` lie strictly between -1 and 1, then
`det(1 + M)` is positive. -/
theorem det_one_add_pos {M : Matrix ι ι ℝ} (hM : M.IsHermitian)
    (hlt : ∀ i, |hM.eigenvalues i| < 1) : 0 < (1 + M).det := by
  rw [det_one_add_eigenvalues hM]
  exact Finset.prod_pos fun i _ => by linarith [(abs_lt.mp (hlt i)).1]
```

If $|\lambda_i|<1$ for all $i$, every factor $1+\lambda_i$ is positive, and so is the product. The logarithm in the integrand is then an ordinary one.

## From one mode to the whole matrix

```lean
/-- The ring series of a single mode of strength `x`, with `|x| < 1`, taken from second order on,
sums to `ln(1 + x) - x`. -/
theorem hasSum_single_mode {x : ℝ} (hx : |x| < 1) :
    HasSum (fun k : ℕ => (-1) ^ (k + 2 + 1) * x ^ (k + 2) / ((k + 2 : ℕ) : ℝ))
      (Real.log (1 + x) - x) := by
  -- the logarithm series at `-x`, without its linear term
  have h := ((hasSum_nat_add_iff' 1).mpr
    (Real.hasSum_pow_div_log_of_abs_lt_one (x := -x) (by rwa [abs_neg]))).neg
  have hf : (fun k : ℕ => (-1 : ℝ) ^ (k + 2 + 1) * x ^ (k + 2) / ((k + 2 : ℕ) : ℝ)) =
      fun k : ℕ => -((-x) ^ (k + 1 + 1) / (((k + 1 : ℕ) : ℝ) + 1)) := by
    funext k
    push_cast
    rw [neg_pow x]
    ring
  have hv : Real.log (1 + x) - x = -(-Real.log (1 - -x) -
      ∑ i ∈ Finset.range 1, (-x) ^ (i + 1) / ((i : ℝ) + 1)) := by
    simp only [Finset.sum_range_one, sub_neg_eq_add]
    push_cast
    ring
  rw [hf, hv]
  exact h
```

`HasSum f s` says that the series with terms `f k` converges to `s` in any order of summation. The index `k` starts at 0, so the order of the diagram is $n=k+2$.

The derivation starts from the logarithm series, which is the integrated geometric series:
$$-\ln(1-y)=\sum_{k\ge0}\frac{y^{k+1}}{k+1},\qquad |y|<1 .$$
Set $y=-x$ and remove the $k=0$ term, which is $-x$:
$$-\ln(1+x)+x=\sum_{k\ge0}\frac{(-x)^{k+2}}{k+2}.$$
A change of sign gives
$$\ln(1+x)-x=\sum_{k\ge0}\frac{(-1)^{k+3}x^{k+2}}{k+2}.$$
In the proof, `h` contains these three moves, while `hf` and `hv` match the terms and the value to the stated form.

```lean
/-- For a real symmetric `M` with all eigenvalues strictly between -1 and 1, the ring diagrams
of second and higher order sum to the RPA correlation integrand `ln det(1 + M) - tr M`. -/
theorem hasSum_ringTerm {M : Matrix ι ι ℝ} (hM : M.IsHermitian)
    (hlt : ∀ i, |hM.eigenvalues i| < 1) :
    HasSum (fun k : ℕ => ringTerm M (k + 2)) (rpaIntegrand M) := by
  have h := hasSum_sum (s := Finset.univ) (fun i _ => hasSum_single_mode (hlt i))
  have ht : M.trace = ∑ i, hM.eigenvalues i := by
    simpa using trace_pow_eigenvalues hM 1
  convert h using 1
  · ext k
    rw [ringTerm, trace_pow_eigenvalues hM, Finset.mul_sum, Finset.sum_div]
  · rw [rpaIntegrand, det_one_add_eigenvalues hM, ht, Real.log_prod, Finset.sum_sub_distrib]
    intro i _
    linarith [(abs_lt.mp (hlt i)).1]
```

This is the resummation. Apply the single-mode result to each $\lambda_i$ and add the finitely many series:
$$\sum_{n\ge2}R_n(M)=\sum_i\bigl[\ln(1+\lambda_i)-\lambda_i\bigr]=\ln\prod_i(1+\lambda_i)-\sum_i\lambda_i=\ln\det(1+M)-\mathrm{tr}\,M .$$
`hasSum_sum` adds the series. The two bullets then identify the terms, through the trace formula, and the value, through the determinant formula. The last line supplies the condition on the factors $1+\lambda_i$ under which the logarithm of a product splits.

## Where absolute convergence ends

```lean
/-- For a real symmetric `M`, the ring series converges absolutely exactly when all eigenvalues
lie strictly between -1 and 1. -/
theorem summable_ringTerm_iff {M : Matrix ι ι ℝ} (hM : M.IsHermitian) :
    Summable (fun k : ℕ => ringTerm M (k + 2)) ↔ ∀ i, |hM.eigenvalues i| < 1 := by
  refine ⟨fun hs i => ?_, fun hlt => (hasSum_ringTerm hM hlt).summable⟩
  by_contra hi
  have hsq : 1 ≤ hM.eigenvalues i ^ 2 := by
    rw [← sq_abs]
    exact one_le_pow₀ (not_lt.mp hi)
  have key : ∀ c T : ℝ, 0 < c → 1 ≤ T → 1 / c ≤ -2 * (-1 * T / (2 * c)) := by
    intro c T hc hT
    have e : -2 * (-1 * T / (2 * c)) = T / c := by ring
    rw [e]
    gcongr
  -- the even orders have a common sign and dominate the harmonic series
  have hinj : Function.Injective (fun k : ℕ => 2 * k) := fun a b hab => by
    dsimp only at hab
    omega
  have h1 : Summable (fun k : ℕ => 1 / ((k + 1 : ℕ) : ℝ)) := by
    refine Summable.of_nonneg_of_le (fun k => by positivity) (fun k => ?_)
      ((hs.comp_injective hinj).mul_left (-2))
    change _ ≤ -2 * ringTerm M (2 * k + 2)
    have hsgn : (-1 : ℝ) ^ (2 * k + 2 + 1) = -1 := Odd.neg_one_pow ⟨k + 1, by ring⟩
    have hc : ((2 * k + 2 : ℕ) : ℝ) = 2 * ((k + 1 : ℕ) : ℝ) := by push_cast; ring
    have hT : 1 ≤ ∑ j, hM.eigenvalues j ^ (2 * k + 2) := by
      calc (1 : ℝ) ≤ (hM.eigenvalues i ^ 2) ^ (k + 1) := one_le_pow₀ hsq
        _ = hM.eigenvalues i ^ (2 * k + 2) := by ring
        _ ≤ _ := Finset.single_le_sum (f := fun j => hM.eigenvalues j ^ (2 * k + 2))
            (fun j _ => Even.pow_nonneg ⟨k + 1, by ring⟩ _) (Finset.mem_univ i)
    rw [ringTerm, hsgn, trace_pow_eigenvalues hM, hc]
    exact key _ _ (by positivity) hT
  exact Real.not_summable_one_div_natCast
    ((summable_nat_add_iff (f := fun k : ℕ => 1 / (k : ℝ)) 1).mp h1)
```

For real series, `Summable` means absolute convergence, and the theorem says that this holds exactly when every $|\lambda_i|<1$. One direction is the resummation. For the other, suppose some $|\lambda_i|\ge1$ and look at the even orders $n=2m$ with $m=k+1$. They are all negative, and
$$-2R_{2m}(M)=\frac{\mathrm{tr}\,M^{2m}}{m}\ge\frac{\lambda_i^{2m}}{m}\ge\frac1m ,$$
since the other eigenvalues contribute non-negative even powers. If the full series were summable, its even part would be too, and so would the harmonic series, which diverges. In the proof, `hs.comp_injective hinj` selects the even orders and `key` is the inequality with $1/m$.

The $1\times1$ matrix $M=(2)$ shows what fails without the eigenvalue bound. Its ring terms $(-1)^{n+1}2^n/n$ are $-2,\ 8/3,\ -4,\dots$ and grow without limit, although $\ln\det(1+M)-\mathrm{tr}\,M=\ln3-2$ is finite. At the edge, $M=(1)$ gives an alternating series that converges when summed in order, but not absolutely.

## Rings built from a response and an interaction

```lean
/-- A ring of alternating factors `A` and `B` may be opened at either kind of factor. -/
theorem trace_ring_comm (A : Matrix ι κ ℝ) (B : Matrix κ ι ℝ) (k : ℕ) :
    ((A * B) ^ (k + 1)).trace = ((B * A) ^ (k + 1)).trace := by
  have hp : (A * B) ^ (k + 1) = A * (B * A) ^ k * B := by
    induction k with
    | zero => simp
    | succ k ih =>
      rw [pow_succ, ih, pow_succ (B * A) k]
      simp only [Matrix.mul_assoc]
  rw [hp, Matrix.trace_mul_comm, ← Matrix.mul_assoc, ← pow_succ']
```

For rectangular $A$ and $B$, induction gives $(AB)^{k+1}=A(BA)^kB$. Moving the last factor $B$ cyclically to the front,
$$\mathrm{tr}\,(AB)^{k+1}=\mathrm{tr}\bigl(BA(BA)^k\bigr)=\mathrm{tr}\,(BA)^{k+1}.$$
The power is at least one because the zeroth powers are identity matrices of possibly different size.

```lean
/-- Ring diagrams of second and higher order, built from `X` (minus the response) and a factorised
interaction `V = L Lᵀ`, sum to `ln det(1 + X V) - tr(X V)`, if `Lᵀ X L` is symmetric with all
eigenvalues strictly between -1 and 1. -/
theorem hasSum_ringTerm_factorised (X : Matrix ι ι ℝ) (L : Matrix ι κ ℝ)
    (hM : (Lᵀ * X * L).IsHermitian) (hlt : ∀ i, |hM.eigenvalues i| < 1) :
    HasSum (fun k : ℕ => ringTerm (X * (L * Lᵀ)) (k + 2)) (rpaIntegrand (X * (L * Lᵀ))) := by
  have hA : X * (L * Lᵀ) = (X * L) * Lᵀ := (Matrix.mul_assoc _ _ _).symm
  have hB : Lᵀ * X * L = Lᵀ * (X * L) := Matrix.mul_assoc _ _ _
  convert hasSum_ringTerm hM hlt using 1
  · ext k
    have ht := trace_ring_comm (X * L) Lᵀ (k + 1)
    rw [ringTerm, ringTerm, hA, hB, ht]
  · rw [rpaIntegrand, rpaIntegrand, hA, hB, Matrix.det_one_add_mul_comm,
      Matrix.trace_mul_comm (X * L)]

end

end RingDiagramResummation
```

Here $X$ stands for $-\chi_0$ and `Lᵀ` is the transpose of $L$. From here on $V=LL^{T}$ is the matrix of the interaction $v$, no longer the inverse of $U$ from the diagonalisation. The product $XV$ is in general not symmetric, so the resummation does not apply to it directly. It does apply to $L^{T}XL$, which is assumed symmetric with eigenvalues in $(-1,1)$; symmetry is automatic if $X$ is symmetric.

With $A=XL$ and $B=L^{T}$ we have $AB=XV$ and $BA=L^{T}XL$. The previous theorem makes all ring terms equal, and $\det(1+AB)=\det(1+BA)$ together with cyclicity makes the integrands equal. The sum therefore carries over to $\ln\det(1+XV)-\mathrm{tr}(XV)$.

In density-fitted RPA calculations `ι` can label occupied–virtual orbital pairs and `κ` the auxiliary functions, so $L$ is in general rectangular. The determinant and trace identities used in the proof let the integrand be evaluated in the auxiliary space, with or without the eigenvalue bound. The bound is what makes the ring series converge absolutely to that integrand.

```lean
#print axioms RingDiagramResummation.det_one_add_pos
#print axioms RingDiagramResummation.hasSum_ringTerm
#print axioms RingDiagramResummation.summable_ringTerm_iff
#print axioms RingDiagramResummation.hasSum_ringTerm_factorised
```

```
'RingDiagramResummation.det_one_add_pos' depends on axioms: [propext, Classical.choice, Quot.sound]
'RingDiagramResummation.hasSum_ringTerm' depends on axioms: [propext, Classical.choice, Quot.sound]
'RingDiagramResummation.summable_ringTerm_iff' depends on axioms: [propext, Classical.choice, Quot.sound]
'RingDiagramResummation.hasSum_ringTerm_factorised' depends on axioms: [propext, Classical.choice, Quot.sound]
```
